# Nonzero real zero-energy waves in a supercritical inverse-square potential repeat up to a constant factor only under scaling by integer powers of $e^{\pi/s}$

## The equation and its log-periodic waves

Let $u(r)$ be the reduced radial wave function, in units with $\hbar^2/2m=1$. At zero energy, in the effective potential $-(1/4+s^2)/r^2$ with any centrifugal term included, it obeys

$$u''+\frac{1/4+s^2}{r^2}\,u=0,\qquad r>0 .$$

The real parameter $s>0$ measures how far the attraction exceeds the critical strength $1/4$. All functions are real, and `log` is the natural logarithm.

```lean
import Mathlib

open Real

namespace InverseSquareLimitCycle

noncomputable section
```

For a real phase $c$, write $\theta=s\log r+c$ and define the wave $w_c(r)=\sqrt r\cos\theta$.

```lean
/-- The log-periodic wave `√r cos(s log r + c)` with phase `c`. -/
def radialWave (s c r : ℝ) : ℝ := √r * cos (s * log r + c)
```

Its slope will turn out to be $w_c'(r)=(\cos\theta/2-s\sin\theta)/\sqrt r$. At this point the expression is only a definition.

```lean
/-- The function `(cos θ / 2 - s sin θ) / √r` with `θ = s log r + c`. -/
def radialSlope (s c r : ℝ) : ℝ :=
  (cos (s * log r + c) / 2 - s * sin (s * log r + c)) / √r
```

A solution is recorded as a pair $(u,v)$ with $u'=v$ and $v'=-(1/4+s^2)u/r^2$ at every $r>0$. In Lean, `u` and `v` are functions on all of ℝ, but nothing is required of them at $r\le 0$. No boundary condition at the origin and no normalisation is imposed.

```lean
/-- On the half-line `r > 0`, `u` has derivative `v` and solves the zero-energy radial equation
`u'' + (1/4 + s²) u / r² = 0`. -/
def IsZeroEnergySolution (s : ℝ) (u v : ℝ → ℝ) : Prop :=
  ∀ r > 0, HasDerivAt u (v r) r ∧ HasDerivAt v (-((1 / 4 + s ^ 2) / r ^ 2 * u r)) r
```

For two solutions $(u,v)$ and $(f,g)$, the Wronskian is $W=ug-vf$.

```lean
/-- The Wronskian `u g - v f` of two waves `u`, `f` with slopes `v`, `g`. -/
def wronskian (u v f g : ℝ → ℝ) (r : ℝ) : ℝ := u r * g r - v r * f r
```

## Differentiating the wave twice

Since $\theta'=s/r$, the product rule gives

$$w_c'=\frac{\cos\theta}{2\sqrt r}-\sqrt r\,\frac sr\sin\theta=\frac{\cos\theta/2-s\sin\theta}{\sqrt r}.$$

Differentiating again,

$$w_c''=r^{-3/2}\left[-\tfrac s2\sin\theta-s^2\cos\theta-\tfrac14\cos\theta+\tfrac s2\sin\theta\right]=-\frac{1/4+s^2}{r^2}\,w_c .$$

The Lean proof assembles both derivatives from the standard rules. Each `key` identity then substitutes $r=w^2$ with $w=\sqrt r$, which turns the comparison into rational algebra.

```lean
/-- The log-periodic wave solves the zero-energy equation in the attractive inverse-square
potential, for every phase `c`. -/
theorem radialWave_solution (s c : ℝ) :
    IsZeroEnergySolution s (radialWave s c) (radialSlope s c) := by
  intro r hr
  have hθ : HasDerivAt (fun x => s * log x + c) (s * r⁻¹) r :=
    ((Real.hasDerivAt_log hr.ne').const_mul s).add_const c
  have hq := Real.hasDerivAt_sqrt hr.ne'
  have hw : 0 < √r := Real.sqrt_pos.2 hr
  have hrw : r = √r ^ 2 := (Real.sq_sqrt hr.le).symm
  constructor
  · have key : ∀ C S w x : ℝ, 0 < w → x = w ^ 2 →
        1 / (2 * w) * C + w * (-S * (s * x⁻¹)) = (C / 2 - s * S) / w := by
      intro C S w x hw hx
      subst hx
      field_simp
      try ring
    have h := hq.fun_mul hθ.cos
    exact h.congr_deriv (key _ _ _ _ hw hrw)
  · have key : ∀ C S w x : ℝ, 0 < w → x = w ^ 2 →
        ((-S * (s * x⁻¹) / 2 - s * (C * (s * x⁻¹))) * w
          - (C / 2 - s * S) * (1 / (2 * w))) / w ^ 2
          = -((1 / 4 + s ^ 2) / x ^ 2 * (w * C)) := by
      intro C S w x hw hx
      subst hx
      field_simp
      try ring
    have h := ((hθ.cos.div_const 2).fun_sub (hθ.sin.const_mul s)).fun_div hq hw.ne'
    exact h.congr_deriv (key _ _ _ _ hw hrw)
```

## A conserved Wronskian in place of a uniqueness theorem

For two solutions,

$$W'=vg+ug'-v'f-vg=-\frac{1/4+s^2}{r^2}uf+\frac{1/4+s^2}{r^2}uf=0,$$

so $W$ is constant on the half-line.

The proof turns on the Mathlib lemma that makes this last inference, `is_const_of_deriv_eq_zero`, applied to the open set `Set.Ioi 0`, that is, $r>0$. It asks for three things: the set is preconnected, the function is differentiable on it, and its derivative vanishes there. It then equates the function's values at any two points of the set, here $r$ and $1$. Connectedness matters because a function with zero derivative on two separate intervals may take a different constant on each. Differentiability is a separate requirement because Lean's `deriv` is set to zero where no derivative exists. With this lemma, every solution can be found without an existence and uniqueness theorem for differential equations.

```lean
/-- The Wronskian of two zero-energy solutions has the same value at every `r > 0` as at
`r = 1`. -/
theorem wronskian_const {s : ℝ} {u v f g : ℝ → ℝ} (hu : IsZeroEnergySolution s u v)
    (hf : IsZeroEnergySolution s f g) {r : ℝ} (hr : 0 < r) :
    wronskian u v f g r = wronskian u v f g 1 := by
  have hW : ∀ x > 0, HasDerivAt (wronskian u v f g) 0 x := by
    intro x hx
    have h := ((hu x hx).1.fun_mul (hf x hx).2).fun_sub ((hu x hx).2.fun_mul (hf x hx).1)
    exact h.congr_deriv (by ring)
  have hd : DifferentiableOn ℝ (wronskian u v f g) (Set.Ioi 0) :=
    fun x hx => (hW x hx).differentiableAt.differentiableWithinAt
  have he : Set.EqOn (deriv (wronskian u v f g)) 0 (Set.Ioi 0) :=
    fun x hx => (hW x hx).deriv
  exact isOpen_Ioi.is_const_of_deriv_eq_zero isPreconnected_Ioi hd he
    (Set.mem_Ioi.2 hr) (Set.mem_Ioi.2 one_pos)
```

## Every real solution is one of these waves

Put $C=\cos(s\log r)$ and $S=\sin(s\log r)$. The waves with phases $0$ and $-\pi/2$ are $\sqrt r\,C$ and $\sqrt r\,S$. Their Wronskians with $u$ are the constants

$$W_0=\frac{u}{\sqrt r}\left(\frac C2-sS\right)-v\sqrt r\,C,\qquad
W_1=\frac{u}{\sqrt r}\left(\frac S2+sC\right)-v\sqrt r\,S .$$

In the combination $CW_1-SW_0$ the slope $v$ cancels, and $C^2+S^2=1$ leaves

$$s\,u=\sqrt r\,(C W_1-S W_0).$$

Choose $A$ and $c$ with $W_1=sA\cos c$ and $W_0=sA\sin c$. The addition formula then gives $u=A\sqrt r\cos(s\log r+c)$. Lean takes $A$ and $c$ as the modulus and argument of the complex number $(W_1+iW_0)/s$, and `linear_combination` carries out the elimination of $v$.

```lean
/-- Every real zero-energy solution is, on `r > 0`, a log-periodic wave with some amplitude `A`
and phase `c`. -/
theorem solution_eq_radialWave {s : ℝ} (hs : 0 < s) {u v : ℝ → ℝ}
    (hu : IsZeroEnergySolution s u v) :
    ∃ A c : ℝ, ∀ r > 0, u r = A * radialWave s c r := by
  -- the two conserved Wronskians with the cosine and the sine wave
  obtain ⟨W0, hW0⟩ : ∃ W, ∀ r > 0, wronskian u v (radialWave s 0) (radialSlope s 0) r = W :=
    ⟨_, fun r hr => wronskian_const hu (radialWave_solution s 0) hr⟩
  obtain ⟨W1, hW1⟩ : ∃ W, ∀ r > 0,
      wronskian u v (radialWave s (-(π / 2))) (radialSlope s (-(π / 2))) r = W :=
    ⟨_, fun r hr => wronskian_const hu (radialWave_solution s _) hr⟩
  -- they fix amplitude and phase through the polar form of a complex number
  obtain ⟨A, c, hA, hB⟩ : ∃ A c : ℝ, s * (A * cos c) = W1 ∧ s * (A * sin c) = W0 := by
    refine ⟨‖(⟨W1 / s, W0 / s⟩ : ℂ)‖, Complex.arg ⟨W1 / s, W0 / s⟩, ?_, ?_⟩
    · rw [Complex.norm_mul_cos_arg]
      show s * (W1 / s) = W1
      field_simp
    · rw [Complex.norm_mul_sin_arg]
      show s * (W0 / s) = W0
      field_simp
  refine ⟨A, c, fun r hr => ?_⟩
  have hcos : ∀ x : ℝ, cos (x + -(π / 2)) = sin x := fun x => by
    rw [← sub_eq_add_neg, Real.cos_sub_pi_div_two]
  have hsin : ∀ x : ℝ, sin (x + -(π / 2)) = -cos x := fun x => by
    rw [← sub_eq_add_neg, Real.sin_sub_pi_div_two]
  have e0 := hW0 r hr
  have e1 := hW1 r hr
  simp only [wronskian, radialWave, radialSlope, add_zero] at e0
  simp only [wronskian, radialWave, radialSlope, hcos, hsin] at e1
  have hwt : √r * (√r)⁻¹ = 1 := mul_inv_cancel₀ (Real.sqrt_pos.2 hr).ne'
  have hCS := Real.sin_sq_add_cos_sq (s * log r)
  rw [radialWave, Real.cos_add]
  generalize cos (s * log r) = C at *
  generalize sin (s * log r) = S at *
  have key : s * u r = √r * (C * W1 - S * W0) := by
    linear_combination (√r * C) * e1 - (√r * S) * e0
      - s * u r * (C ^ 2 + S ^ 2) * hwt - s * u r * hCS
  apply mul_left_cancel₀ hs.ne'
  linear_combination key - √r * C * hA + √r * S * hB
```

## Rescaling the radius shifts the phase

For $q>0$, $\log(qr)=\log q+\log r$, and therefore

$$w_c(qr)=\sqrt q\,\sqrt r\,\cos(\theta+s\log q).$$

```lean
/-- Stretching the radius by `q` multiplies the wave's envelope by `√q` and shifts its phase by
`s log q`. -/
theorem radialWave_mul (s c : ℝ) {q r : ℝ} (hq : 0 < q) (hr : 0 < r) :
    radialWave s c (q * r) = √q * √r * cos (s * log r + c + s * log q) := by
  have h : s * (log q + log r) + c = s * log r + c + s * log q := by ring
  rw [radialWave, Real.sqrt_mul hq.le, Real.log_mul hq.ne' hr.ne', h]
```

If $q=e^{n\pi/s}$ with $n$ an integer, the shift is $s\log q=n\pi$. The cosine acquires the factor $(-1)^n$ and the envelope the factor $\sqrt q=e^{n\pi/(2s)}$, so

$$u(e^{n\pi/s}r)=(-1)^n e^{n\pi/(2s)}\,u(r).$$

This holds for every solution, since each is a multiple of some $w_c$.

```lean
/-- Stretching the radius by `exp(nπ/s)` multiplies every zero-energy solution by
`(-1)^n exp(nπ/(2s))`. -/
theorem solution_rescale {s : ℝ} (hs : 0 < s) {u v : ℝ → ℝ}
    (hu : IsZeroEnergySolution s u v) (n : ℤ) {r : ℝ} (hr : 0 < r) :
    u (exp (n * π / s) * r) = (-1) ^ n * exp (n * π / (2 * s)) * u r := by
  obtain ⟨A, c, h⟩ := solution_eq_radialWave hs hu
  have h1 : s * (n * π / s) = n * π := by field_simp
  have h2 : n * π / (2 * s) = n * π / s / 2 := by ring
  rw [h _ (mul_pos (exp_pos _) hr), h r hr, radialWave_mul s c (exp_pos _) hr, Real.log_exp,
    h1, Real.cos_add_int_mul_pi, h2, Real.exp_half, radialWave]
  ring
```

## Nodes exclude every other ratio

Conversely, suppose $u(qr)=k\,u(r)$ for all $r>0$, with $k$ a real constant and $u$ not identically zero. Then $u=A\,w_c$ with $A\neq0$. At $r_0=e^{(\pi/2-c)/s}$ the phase is $\pi/2$ and $u(r_0)=0$, so $u(qr_0)=0$ as well:

$$0=A\sqrt q\,\sqrt{r_0}\,\cos\!\left(\tfrac\pi2+s\log q\right)=-A\sqrt q\,\sqrt{r_0}\,\sin(s\log q).$$

Hence $s\log q=n\pi$ for an integer $n$, which is $q=e^{n\pi/s}$.

In the theorem, `hu` says that $(u,v)$ solves the equation, and `hne` supplies a radius where $u$ is nonzero. Without `hne`, the zero function would satisfy the scaling relation for every $q$. The equivalence allows any real `k`; the preceding theorem gives its value. Reality of $u$ is also essential: the complex solution $r^{1/2+is}$ is multiplied by a constant under every rescaling.

```lean
/-- Discrete scale invariance: a zero-energy solution that is not identically zero on `r > 0`
reproduces itself up to a constant under `r ↦ q r` exactly when `q = exp(nπ/s)` for an
integer `n`. -/
theorem discrete_scaling {s : ℝ} (hs : 0 < s) {u v : ℝ → ℝ}
    (hu : IsZeroEnergySolution s u v) (hne : ∃ r > 0, u r ≠ 0) {q : ℝ} (hq : 0 < q) :
    (∃ k : ℝ, ∀ r > 0, u (q * r) = k * u r) ↔ ∃ n : ℤ, q = exp (n * π / s) := by
  constructor
  · rintro ⟨k, hk⟩
    obtain ⟨A, c, h⟩ := solution_eq_radialWave hs hu
    obtain ⟨r1, hr1, hn1⟩ := hne
    have hA : A ≠ 0 := by
      intro hA
      apply hn1
      rw [h r1 hr1, hA, zero_mul]
    -- a node of the wave must be mapped to a node
    obtain ⟨r0, hr0, hθ⟩ : ∃ r0 : ℝ, 0 < r0 ∧ s * log r0 + c = π / 2 := by
      have h1 : s * ((π / 2 - c) / s) = π / 2 - c := by field_simp
      exact ⟨exp ((π / 2 - c) / s), exp_pos _, by rw [Real.log_exp, h1, sub_add_cancel]⟩
    have h0 : radialWave s c r0 = 0 := by
      rw [radialWave, hθ, Real.cos_pi_div_two, mul_zero]
    have hE := hk r0 hr0
    rw [h _ (mul_pos hq hr0), h r0 hr0, h0, radialWave_mul s c hq hr0, hθ,
      add_comm (π / 2), Real.cos_add_pi_div_two] at hE
    have hpos : A * (√q * √r0) ≠ 0 :=
      mul_ne_zero hA (mul_pos (Real.sqrt_pos.2 hq) (Real.sqrt_pos.2 hr0)).ne'
    have hsin : sin (s * log q) = 0 := by
      apply mul_left_cancel₀ hpos
      linear_combination -hE
    obtain ⟨n, hn⟩ := Real.sin_eq_zero_iff.1 hsin
    have h2 : n * π / s = log q := by
      rw [hn]
      field_simp
    exact ⟨n, by rw [h2, Real.exp_log hq]⟩
  · rintro ⟨n, rfl⟩
    exact ⟨_, fun r hr => solution_rescale hs hu n hr⟩
```

The wave $w_c$ itself qualifies, because at $r=e^{-c/s}$ its phase is zero and its value is $\sqrt r>0$. The equivalence therefore holds for every real $c$.

```lean
/-- The wave `√r cos(s log r + c)` reproduces itself up to a constant under `r ↦ q r` exactly
when `q = exp(nπ/s)` for an integer `n`. -/
theorem radialWave_discrete_scaling {s : ℝ} (hs : 0 < s) (c : ℝ) {q : ℝ} (hq : 0 < q) :
    (∃ k : ℝ, ∀ r > 0, radialWave s c (q * r) = k * radialWave s c r) ↔
      ∃ n : ℤ, q = exp (n * π / s) := by
  refine discrete_scaling hs (radialWave_solution s c) ⟨exp (-c / s), exp_pos _, ?_⟩ hq
  -- at this radius the cosine equals one
  have h1 : s * (-c / s) = -c := by field_simp
  rw [radialWave, Real.log_exp, h1, neg_add_cancel, Real.cos_zero, mul_one]
  exact (Real.sqrt_pos.2 (exp_pos _)).ne'

end

end InverseSquareLimitCycle
```

```lean
#print axioms InverseSquareLimitCycle.discrete_scaling
#print axioms InverseSquareLimitCycle.radialWave_discrete_scaling
```

```
'InverseSquareLimitCycle.discrete_scaling' depends on axioms: [propext, Classical.choice, Quot.sound]
'InverseSquareLimitCycle.radialWave_discrete_scaling' depends on axioms: [propext, Classical.choice, Quot.sound]
```

## The limit cycle behind the ratio

The logarithmic derivative $r\,w_c'/w_c=\tfrac12-s\tan\theta$, where defined, returns to its value each time $\log r$ advances by $\pi/s$. This is the limit cycle met when a short-distance boundary condition is adjusted to keep the long-distance wave fixed. In the quantum mechanics of singular potentials, the result identifies the length ratio $e^{\pi/s}$ for a single radial channel at exactly zero energy. Bound-state spectra and self-adjoint extensions of the Hamiltonian would need a separate treatment.
